# Component norms fix the magnetic integral of a Dirac bound state in a central potential

## Small-component errors in the g factor

The first-order Zeeman g factor of a bound Dirac electron contains the radial integral of $rFG$, where $G$ and $F$ are $r$ times the large and small radial functions. Evaluated directly, a relative error in $F$ that is the same at every $r$ becomes an equal relative error in $g$. For a light one-electron ion this can swamp the relativistic shift, which is of order $Z^2/c^2$ for nuclear charge $Z$. An identity replaces this integral by the component norms, meaning here the integrals $\int G^2$ and $\int F^2$. For $s_{1/2}$ levels ($k=-1$ below) the shift is then proportional to $\int F^2$, which is itself small in a light ion.

## Radial equations and the identity

In atomic units, with $c>0$ the speed of light, $E$ the energy including rest energy and $V$ the potential energy,

$$G'=-\frac{kG}{r}+\frac{E+c^2-V}{c}F,\qquad F'=\frac{kF}{r}-\frac{E-c^2-V}{c}G .$$

The nonzero integer $k$, which textbooks usually write $\kappa$, labels the angular part: $k=-(j+\tfrac12)$ for $j=l+\tfrac12$ and $k=j+\tfrac12$ for $j=l-\tfrac12$, where $j$ is the total angular momentum and $l$ the orbital angular momentum of the large component. All integrals run over $(0,\infty)$. If $\int(F^2+G^2)=1$, $rFG$ is integrable and $r(F^2+G^2)$ vanishes at both ends, then

$$4c\int rFG\,dr=2k\int(G^2-F^2)\,dr-1 .$$

To derive it, multiply the first equation by $G$, the second by $F$, and add. The terms in $E-V$ cancel:

$$GG'+FF'=-\frac{k(G^2-F^2)}{r}+2cFG .$$

Hence

$$\frac{d}{dr}\,r(F^2+G^2)=F^2+G^2-2k(G^2-F^2)+4c\,rFG .$$

The left side integrates to zero and the first term on the right to one, which gives the identity.

## From the identity to g

With $j(j+1)=k^2-\tfrac14$, the Zeeman expression becomes

$$g=\frac{2kc}{k^2-\frac14}\int rFG\,dr=\frac{k}{k^2-\frac14}\left(k\int(G^2-F^2)\,dr-\frac12\right).$$

For $k=-1$, normalisation gives $\int(G^2-F^2)=1-2\int F^2$, so $g=2-\tfrac83\int F^2$.

## The Coulomb ground state

Take $k=-1$, $V=-Z/r$, $0<Z<c$, $\gamma=\sqrt{1-Z^2/c^2}$, $E=c^2\gamma$, $G=Nr^\gamma e^{-Zr}$ and $F=\rho G$. Since $G'=(\gamma/r-Z)G$, matching powers of $r$ in both radial equations leaves two conditions:

$$c(1+\gamma)\rho=-Z,\qquad Z\rho=-c(1-\gamma).$$

They agree because $c^2(1-\gamma^2)=Z^2$, and together they give $\rho^2=(1-\gamma)/(1+\gamma)$. Normalisation requires

$$\int G^2\,dr=N^2\,\frac{\Gamma(2\gamma+1)}{(2Z)^{2\gamma+1}}=\frac{1}{1+\rho^2}=\frac{1+\gamma}{2},$$

which fixes $N>0$. Then $\int F^2=(1-\gamma)/2$ and $g=\tfrac23(1+2\gamma)$.

As $Z/c\to0$, expanding the square root gives $g\approx2-\tfrac23Z^2/c^2$, with the free Dirac value 2 as the limit.

## What the Lean statements say

`BoundState` collects the hypotheses: differentiability for $r>0$, the radial equations multiplied by $c$, normalisation, integrability and the two limits. `magnetic_integral` is the identity, for real `k` and any function `V`. `gFactor` takes integer `k`; zero is allowed, though it labels no Dirac level. The definition is meant for normalised $G$ and $F$, a condition that `BoundState` supplies. In the Coulomb example, `gam`, `ratio` and `amp` are $\gamma$, $\rho$ and $N$.

The Zeeman expression is a definition: its derivation from the Dirac Hamiltonian in a magnetic field is assumed. The model has one electron and a fixed central potential, without radiative or recoil corrections; the Coulomb example has a point nucleus. For atomic orbitals computed in a local, spherical potential $V$, the identity offers a consistency check on the radial functions. Dirac–Fock orbitals, which feel non-local exchange, are not covered.

```lean
import Mathlib

open MeasureTheory Set Filter Topology

namespace BreitGFactor

noncomputable section

/-- A normalised bound state of the radial Dirac equations (multiplied by `c`) with large
component `G`, small component `F`, energy `E` and potential `V`; `r F G` is integrable and
`r (F² + G²)` vanishes at the origin and at infinity. -/
structure BoundState (c k E : ℝ) (V G F : ℝ → ℝ) : Prop where
  diffG : ∀ r, 0 < r → DifferentiableAt ℝ G r
  diffF : ∀ r, 0 < r → DifferentiableAt ℝ F r
  eqG : ∀ r, 0 < r → c * (deriv G r + k * G r / r) = (E + c ^ 2 - V r) * F r
  eqF : ∀ r, 0 < r → c * (deriv F r - k * F r / r) = -(E - c ^ 2 - V r) * G r
  normalised : ∫ r in Ioi (0 : ℝ), (F r ^ 2 + G r ^ 2) = 1
  integrable : IntegrableOn (fun r => r * F r * G r) (Ioi 0)
  zero : Tendsto (fun r => r * (F r ^ 2 + G r ^ 2)) (𝓝[>] 0) (𝓝 0)
  infty : Tendsto (fun r => r * (F r ^ 2 + G r ^ 2)) atTop (𝓝 0)

/-- The first-order Zeeman g factor of a Dirac level with integer quantum number `k`,
where `j (j + 1) = k² - 1/4`. -/
def gFactor (k : ℤ) (c : ℝ) (G F : ℝ → ℝ) : ℝ :=
  2 * k * c / ((k : ℝ) ^ 2 - 1 / 4) * ∫ r in Ioi (0 : ℝ), r * F r * G r

variable {c k E : ℝ} {V G F : ℝ → ℝ}

/-- For a Dirac bound state with `c > 0`, energy and potential cancel from the derivative of
`r (F² + G²)` at every `r > 0`. -/
theorem hasDerivAt_density (hc : 0 < c) (h : BoundState c k E V G F) {r : ℝ} (hr : 0 < r) :
    HasDerivAt (fun r => r * (F r ^ 2 + G r ^ 2))
      ((F r ^ 2 + G r ^ 2) - 2 * k * (G r ^ 2 - F r ^ 2) + 4 * c * (r * F r * G r)) r := by
  have hd := (hasDerivAt_id' r).fun_mul
    (((h.diffF r hr).hasDerivAt.fun_pow 2).fun_add ((h.diffG r hr).hasDerivAt.fun_pow 2))
  refine hd.congr_deriv ?_
  -- combine the two equations and cancel one factor of c
  have key : G r * deriv G r + F r * deriv F r + k * (G r ^ 2 - F r ^ 2) / r
      = 2 * c * F r * G r := by
    apply mul_left_cancel₀ hc.ne'
    linear_combination G r * h.eqG r hr + F r * h.eqF r hr
  have hi : r * r⁻¹ = 1 := mul_inv_cancel₀ hr.ne'
  simp only [Nat.cast_ofNat, Nat.reduceSub, pow_one]
  linear_combination 2 * r * key - 2 * k * (G r ^ 2 - F r ^ 2) * hi

/-- In a bound state the small and large component densities are separately integrable. -/
theorem integrable_sq (h : BoundState c k E V G F) :
    IntegrableOn (fun r => F r ^ 2) (Ioi 0) ∧ IntegrableOn (fun r => G r ^ 2) (Ioi 0) := by
  have hN : IntegrableOn (fun r => F r ^ 2 + G r ^ 2) (Ioi 0) := by
    by_contra h'
    exact one_ne_zero (h.normalised.symm.trans (integral_undef h'))
  have hF : ContinuousOn (fun r => F r ^ 2) (Ioi 0) := fun r hr =>
    ((h.diffF r hr).continuousAt.pow 2).continuousWithinAt
  have hG : ContinuousOn (fun r => G r ^ 2) (Ioi 0) := fun r hr =>
    ((h.diffG r hr).continuousAt.pow 2).continuousWithinAt
  constructor
  · refine Integrable.mono' hN (hF.aestronglyMeasurable measurableSet_Ioi)
      (Eventually.of_forall fun r => ?_)
    rw [Real.norm_eq_abs, abs_of_nonneg (sq_nonneg _)]
    linarith [sq_nonneg (G r)]
  · refine Integrable.mono' hN (hG.aestronglyMeasurable measurableSet_Ioi)
      (Eventually.of_forall fun r => ?_)
    rw [Real.norm_eq_abs, abs_of_nonneg (sq_nonneg _)]
    linarith [sq_nonneg (F r)]

/-- For a Dirac bound state with `c > 0`, the magnetic integral of `r F G` is fixed by `c`, `k` and
the integral of `G² - F²`. -/
theorem magnetic_integral (hc : 0 < c) (h : BoundState c k E V G F) :
    4 * c * ∫ r in Ioi (0 : ℝ), r * F r * G r
      = 2 * k * (∫ r in Ioi (0 : ℝ), (G r ^ 2 - F r ^ 2)) - 1 := by
  obtain ⟨hF, hG⟩ := integrable_sq h
  have hN : IntegrableOn (fun r => F r ^ 2 + G r ^ 2) (Ioi 0) := Integrable.add hF hG
  have hD : IntegrableOn (fun r => 2 * k * (G r ^ 2 - F r ^ 2)) (Ioi 0) :=
    Integrable.const_mul (Integrable.sub hG hF) _
  have hI : IntegrableOn (fun r => 4 * c * (r * F r * G r)) (Ioi 0) :=
    Integrable.const_mul h.integrable _
  have hND : IntegrableOn
      (fun r => (F r ^ 2 + G r ^ 2) - 2 * k * (G r ^ 2 - F r ^ 2)) (Ioi 0) :=
    Integrable.sub hN hD
  have hcont : ContinuousWithinAt (fun r => r * (F r ^ 2 + G r ^ 2)) (Ici 0) 0 := by
    rw [← continuousWithinAt_Ioi_iff_Ici]
    simpa [ContinuousWithinAt] using h.zero
  -- the total derivative integrates to zero
  have hT := integral_Ioi_of_hasDerivAt_of_tendsto hcont
    (fun r hr => hasDerivAt_density hc h hr) (Integrable.add hND hI) h.infty
  rw [integral_add hND hI, integral_sub hN hD, integral_const_mul, integral_const_mul,
    h.normalised] at hT
  linarith

/-- The g factor of a Dirac bound state with `c > 0` and integer `k`, expressed through `k` and the
integral of `G² - F²`. -/
theorem gFactor_eq {k : ℤ} (hc : 0 < c) (h : BoundState c k E V G F) :
    gFactor k c G F = k / ((k : ℝ) ^ 2 - 1 / 4) *
      (k * (∫ r in Ioi (0 : ℝ), (G r ^ 2 - F r ^ 2)) - 1 / 2) := by
  unfold gFactor
  linear_combination ((k : ℝ) / ((k : ℝ) ^ 2 - 1 / 4) / 2) * magnetic_integral hc h

/-- For a Dirac bound state with `k = -1` and `c > 0` in a central potential, the g factor is 2
minus 8/3 of the integral of `F²`. -/
theorem gFactor_neg_one (hc : 0 < c) (h : BoundState c (-1) E V G F) :
    gFactor (-1) c G F = 2 - 8 / 3 * ∫ r in Ioi (0 : ℝ), F r ^ 2 := by
  obtain ⟨hF, hG⟩ := integrable_sq h
  have hD := integral_sub hG hF
  have hN := h.normalised
  rw [integral_add hF hG] at hN
  simp only [gFactor, Int.cast_neg, Int.cast_one]
  linear_combination (-2 / 3) * magnetic_integral hc h + (4 / 3) * hD + (4 / 3) * hN

/-- The exponent `γ = √(1 - Z²/c²)` of the Coulomb ground state, for `0 < Z < c`. -/
def gam (Z c : ℝ) : ℝ := √(1 - (Z / c) ^ 2)

/-- The ratio of small to large component in the Coulomb ground state, for `0 < Z < c`. -/
def ratio (Z c : ℝ) : ℝ := -Z / (c * (1 + gam Z c))

/-- The normalisation constant of the Coulomb ground state, for `0 < Z < c`. -/
def amp (Z c : ℝ) : ℝ :=
  √((1 + gam Z c) * (2 * Z) ^ (2 * gam Z c + 1) / (2 * Real.Gamma (2 * gam Z c + 1)))

/-- The large component `N r^γ exp(-Z r)` of the Coulomb ground state, for `0 < Z < c`
and `r > 0`. -/
def coulombG (Z c r : ℝ) : ℝ := amp Z c * (r ^ gam Z c * Real.exp (-(Z * r)))

variable {Z : ℝ}

/-- For `0 < Z < c`, the exponent is positive and the component ratio obeys the algebraic
relations required by the radial equations and the norm. -/
theorem coulomb_relations (hZ : 0 < Z) (hZc : Z < c) :
    0 < gam Z c ∧ c * (1 + gam Z c) * ratio Z c = -Z ∧
      Z * ratio Z c = -(c * (1 - gam Z c)) ∧
      (1 + gam Z c) * ratio Z c ^ 2 = 1 - gam Z c := by
  have hc : 0 < c := hZ.trans hZc
  have hlt : (Z / c) ^ 2 < 1 := by
    rw [div_pow, div_lt_one (by positivity)]
    nlinarith
  have hg : 0 < gam Z c := Real.sqrt_pos.mpr (by linarith)
  have hs : gam Z c ^ 2 = 1 - (Z / c) ^ 2 := Real.sq_sqrt (by linarith)
  have hq : c ^ 2 * gam Z c ^ 2 = c ^ 2 - Z ^ 2 := by
    rw [hs]
    field_simp
  have hp : c * (1 + gam Z c) ≠ 0 := by positivity
  have h1 : c * (1 + gam Z c) * ratio Z c = -Z := mul_div_cancel₀ (-Z) hp
  have h2 : Z * ratio Z c = -(c * (1 - gam Z c)) := by
    apply mul_left_cancel₀ hp
    linear_combination Z * h1 - hq
  refine ⟨hg, h1, h2, ?_⟩
  apply mul_left_cancel₀ hc.ne'
  linear_combination ratio Z c * h1 - h2

/-- At `r > 0` the square of `coulombG` is a constant times a power of `r` times `exp(-2 Z r)`. -/
theorem coulombG_sq {r : ℝ} (hr : 0 < r) : coulombG Z c r ^ 2 =
    amp Z c ^ 2 * (r ^ (2 * gam Z c + 1 - 1) * Real.exp (-(2 * Z * r))) := by
  have h1 : r ^ (2 * gam Z c + 1 - 1) = r ^ gam Z c * r ^ gam Z c := by
    rw [← Real.rpow_add hr]
    congr 1
    ring
  have h2 : Real.exp (-(2 * Z * r)) = Real.exp (-(Z * r)) * Real.exp (-(Z * r)) := by
    rw [← Real.exp_add]
    congr 1
    ring
  rw [coulombG, h1, h2]
  ring

/-- For `0 < Z < c` the squared large component of the Coulomb ground state integrates to
`(1 + γ)/2`. -/
theorem integral_coulombG_sq (hZ : 0 < Z) (hZc : Z < c) :
    ∫ r in Ioi (0 : ℝ), coulombG Z c r ^ 2 = (1 + gam Z c) / 2 := by
  have hg := (coulomb_relations hZ hZc).1
  have hG : 0 < Real.Gamma (2 * gam Z c + 1) := Real.Gamma_pos_of_pos (by positivity)
  have hP : 0 < (2 * Z) ^ (2 * gam Z c + 1) := Real.rpow_pos_of_pos (by positivity) _
  rw [setIntegral_congr_fun measurableSet_Ioi (fun r hr => coulombG_sq hr),
    integral_const_mul, Real.integral_rpow_mul_exp_neg_mul_Ioi (by positivity) (by positivity),
    one_div, Real.inv_rpow (by positivity), amp, Real.sq_sqrt (by positivity)]
  field_simp

/-- For `0 < Z < c` the explicit Coulomb ground state, with `k = -1` and energy `c² γ`, is a
bound state in the potential `-Z/r`. -/
theorem coulomb_boundState_witness (hZ : 0 < Z) (hZc : Z < c) :
    BoundState c (-1) (c ^ 2 * gam Z c) (fun r => -Z / r) (coulombG Z c)
      (fun r => ratio Z c * coulombG Z c r) := by
  obtain ⟨hg, h1, h2, h3⟩ := coulomb_relations hZ hZc
  have hd : ∀ r, 0 < r →
      HasDerivAt (coulombG Z c) ((gam Z c / r - Z) * coulombG Z c r) r := by
    intro r hr
    have ha : HasDerivAt (fun x : ℝ => x ^ gam Z c) (gam Z c * r ^ (gam Z c - 1)) r :=
      Real.hasDerivAt_rpow_const (Or.inl hr.ne')
    have hb := ((hasDerivAt_id' r).const_mul Z).fun_neg.exp
    refine ((ha.fun_mul hb).const_mul (amp Z c)).congr_deriv ?_
    rw [coulombG, Real.rpow_sub_one hr.ne']
    ring
  have hw : ∀ r, 0 < r → r * coulombG Z c r ^ 2 =
      amp Z c ^ 2 * (r ^ (2 * gam Z c + 1) * Real.exp (-(2 * Z) * r)) := by
    intro r hr
    rw [coulombG_sq hr, Real.rpow_sub_one hr.ne', neg_mul]
    field_simp
  have hK : ∀ r, 0 < r → (ratio Z c ^ 2 + 1) * amp Z c ^ 2 *
      (r ^ (2 * gam Z c + 1) * Real.exp (-(2 * Z) * r)) =
      r * ((ratio Z c * coulombG Z c r) ^ 2 + coulombG Z c r ^ 2) := by
    intro r hr
    linear_combination -(ratio Z c ^ 2 + 1) * hw r hr
  refine ⟨fun r hr => (hd r hr).differentiableAt,
    fun r hr => ((hd r hr).const_mul _).differentiableAt, ?_, ?_, ?_, ?_, ?_, ?_⟩
  · intro r hr
    rw [(hd r hr).deriv]
    linear_combination -c * coulombG Z c r * h1 - coulombG Z c r / r * h2
  · intro r hr
    rw [((hd r hr).const_mul (ratio Z c)).deriv]
    linear_combination coulombG Z c r / r * h1 - c * coulombG Z c r * h2
  · have he : ∀ r, (ratio Z c * coulombG Z c r) ^ 2 + coulombG Z c r ^ 2
        = (ratio Z c ^ 2 + 1) * coulombG Z c r ^ 2 := fun r => by ring
    simp only [he]
    rw [integral_const_mul, integral_coulombG_sq hZ hZc]
    linear_combination h3 / 2
  · -- a Gamma integral that is not zero certifies integrability
    have hJ : IntegrableOn
        (fun r : ℝ => r ^ (2 * gam Z c + 2 - 1) * Real.exp (-(2 * Z * r))) (Ioi 0) := by
      by_contra h'
      have hpos : 0 < (1 / (2 * Z)) ^ (2 * gam Z c + 2) * Real.Gamma (2 * gam Z c + 2) :=
        mul_pos (Real.rpow_pos_of_pos (by positivity) _) (Real.Gamma_pos_of_pos (by positivity))
      exact hpos.ne' ((Real.integral_rpow_mul_exp_neg_mul_Ioi (by positivity)
        (by positivity)).symm.trans (integral_undef h'))
    refine IntegrableOn.congr_fun (Integrable.const_mul hJ (ratio Z c * amp Z c ^ 2))
      (fun r hr => ?_) measurableSet_Ioi
    have hw' := hw r hr
    have e : 2 * gam Z c + 2 - 1 = 2 * gam Z c + 1 := by ring
    rw [neg_mul] at hw'
    simp only [e]
    linear_combination -ratio Z c * hw'
  · have ha : ContinuousAt (fun r : ℝ => r ^ (2 * gam Z c + 1)) 0 :=
      Real.continuousAt_rpow_const 0 _ (Or.inr (by linarith))
    have hb : ContinuousAt (fun r : ℝ => Real.exp (-(2 * Z) * r)) 0 := by fun_prop
    have hl := ((ha.tendsto.mul hb.tendsto).const_mul
      ((ratio Z c ^ 2 + 1) * amp Z c ^ 2)).mono_left (nhdsWithin_le_nhds (s := Ioi 0))
    have hne : 2 * gam Z c + 1 ≠ 0 := by positivity
    rw [Real.zero_rpow hne, zero_mul, mul_zero] at hl
    exact hl.congr' (eventually_nhdsWithin_of_forall fun r hr => hK r hr)
  · have hl := (tendsto_rpow_mul_exp_neg_mul_atTop_nhds_zero (2 * gam Z c + 1) (2 * Z)
      (by positivity)).const_mul ((ratio Z c ^ 2 + 1) * amp Z c ^ 2)
    rw [mul_zero] at hl
    exact hl.congr' ((eventually_gt_atTop 0).mono fun r hr => hK r hr)

/-- Breit's g factor of the Coulomb ground state for `0 < Z < c`: `g = (2/3)(1 + 2γ)` with
`γ = √(1 - Z²/c²)`. -/
theorem breit_gFactor (hZ : 0 < Z) (hZc : Z < c) :
    gFactor (-1) c (coulombG Z c) (fun r => ratio Z c * coulombG Z c r)
      = 2 / 3 * (1 + 2 * √(1 - (Z / c) ^ 2)) := by
  have h3 := (coulomb_relations hZ hZc).2.2.2
  rw [gFactor_neg_one (hZ.trans hZc) (coulomb_boundState_witness hZ hZc)]
  simp only [mul_pow]
  rw [integral_const_mul, integral_coulombG_sq hZ hZc]
  change _ = 2 / 3 * (1 + 2 * gam Z c)
  linear_combination (-4 / 3) * h3

end

end BreitGFactor
```

```lean
#print axioms BreitGFactor.magnetic_integral
#print axioms BreitGFactor.gFactor_eq
#print axioms BreitGFactor.breit_gFactor
```

```
'BreitGFactor.magnetic_integral' depends on axioms: [propext, Classical.choice, Quot.sound]
'BreitGFactor.gFactor_eq' depends on axioms: [propext, Classical.choice, Quot.sound]
'BreitGFactor.breit_gFactor' depends on axioms: [propext, Classical.choice, Quot.sound]
```

## The proof in Lean

`hasDerivAt_density` applies the product rule. Its `key` step is the weighted sum of the radial equations, with one factor of $c$ cancelled.

`integrable_sq` bounds $F^2$ and $G^2$ by their sum. That sum is integrable because Lean assigns integral zero to a non-integrable function, whereas this integral is one.

`magnetic_integral` applies the fundamental theorem of calculus on the half-line, then splits the integral. `gFactor_eq` and `gFactor_neg_one` are linear consequences, the latter also using the norm.

For the Coulomb state, `coulomb_relations` proves the conditions on $\rho$. `coulombG_sq` puts $G^2$ in the form of a Gamma integrand, and `integral_coulombG_sq` evaluates its integral. `coulomb_boundState_witness` verifies every field of `BoundState`; the limits follow from the behaviour of $r^{2\gamma+1}e^{-2Zr}$. `breit_gFactor` inserts the small-component norm into the $k=-1$ formula.
